# Every finite-lattice density with site occupations in [0,1] and an integer total comes from one real determinant of spinless fermions

## A determinant for a given density

One form of density inversion on a lattice starts from a target density, for example one from a correlated calculation, and looks for a single determinant of lowest hopping energy among those with this density. The search needs at least one determinant with the target density. For spinless fermions on finitely many sites, or for one spin channel, such a determinant exists whenever the site occupations lie between 0 and 1 and add up to an integer.

Write r_i for the occupation of site i; r is a density here, not a position. A determinant of real orbitals has the one-particle density matrix

P = Σ_a φ_a φ_aᵀ,

where the φ_a are its orthonormal occupied orbitals. This matrix is symmetric and idempotent, its trace is the particle number N, and P_ii is the density at site i.

## What the theorem says

`exists_determinant_of_density` takes a function `r : n → ℝ` with 0 ≤ r_i ≤ 1 and Σ_i r_i = N, and gives a real matrix P with

Pᵀ = P, P² = P, tr P = N, P_ii = r_i for every i.

In Lean, `n` is the finite type of site labels, not the number of sites. The predicate `IsDeterminantal P` contains only symmetry and idempotency; the particle number enters through the trace.

The step from P back to a many-particle wavefunction is left to standard linear algebra: an orthonormal basis of the range of P supplies the N occupied orbitals. P_ii is the occupation of one orbital of an orthonormal site basis, not a density in continuous space. The theorem also doesn't say that P is the ground state for a prescribed hopping matrix and some site potential.

The bounds alone are not enough. On a single site with r = 1/2, the matrix would be a number p with p² = p, which is 0 or 1.

## Mixing two site orbitals

Let e_k be the site orbitals. For two different sites i and j and c² + s² = 1, set

g_i = c e_i + s e_j
g_j = −s e_i + c e_j
g_k = e_k for all other k.

These vectors are orthonormal, so the matrix G with rows g_k satisfies G Gᵀ = Gᵀ G = 1. Put Q = G P Gᵀ. Then Q is symmetric, and

Q² = G P Gᵀ G P Gᵀ = G P² Gᵀ = Q.

Its diagonal is Q_kk = g_k · P g_k, which gives

Q_ii = c² P_ii + 2cs P_ij + s² P_jj
Q_jj = s² P_ii − 2cs P_ij + c² P_jj = P_ii + P_jj − Q_ii,

with all other site densities unchanged. For c = cos x and s = sin x, Q_ii runs continuously from P_ii at x = 0 to P_jj at x = π/2. By the intermediate value theorem it takes every value in between.

## Emptying or filling sites one at a time

Call a site fractional if its occupation is neither 0 nor 1. If i were the only fractional site, the others would hold an integer number z of particles, and r_i = N − z would be an integer strictly between 0 and 1. So a fractional site i always has a fractional partner j.

Shift density from j to i until i is full or j is empty:

a = min(1, r_i + r_j), q_i = a, q_j = r_i + r_j − a,

and q_k = r_k elsewhere. The new occupations lie in [0,1] and have the same total, and there are fewer fractional sites. By induction some determinant P has density q. Since a ≥ r_i and a ≥ r_j,

q_j ≤ r_i ≤ q_i,

so a rotation of i and j brings the density at i back to r_i. Site j then holds q_i + q_j − r_i = r_j.

If no site is fractional, r_k² = r_k everywhere, and the diagonal matrix of r is the required projector.

## Three sites with two particles

In a calculation the induction becomes a short list of rotations. Take r = (0.5, 0.7, 0.8). Shifting from site 2 to site 1 gives (1, 0.2, 0.8), and shifting from site 3 to site 2 gives (1, 1, 0). Start from P = diag(1, 1, 0) and go back:

1. Mix sites 2 and 3 with c² = 0.2 and s² = 0.8. The density becomes (1, 0.2, 0.8).
2. Mix sites 1 and 2. Here P_12 = 0, so the condition is c² + 0.2 s² = 0.5, with solution s² = 0.625. The density becomes (0.5, 0.7, 0.8).

With positive c and s, the final matrix has off-diagonal elements P_12 = −√0.15, P_13 = −√0.10 and P_23 = −√0.06. For two particles on three sites, 1 − P = v vᵀ with v_i² = 1 − r_i, so the density fixes a real P up to the signs of the v_i. Among real determinants, lowering the hopping energy at this density then means choosing these signs.

## Bounds, ensembles and the dimer

Three further theorems accompany the main one.

- `IsDeterminantal.density_bounds` shows that 0 ≤ P_ii ≤ 1 holds for every real determinant.
- `exists_determinant_of_ensemble` starts from a matrix γ of integer trace in which every normalised real orbital has occupation between 0 and 1. In Lean the vector x is not normalised; for x ≠ 0 the occupation is (x · γx)/(x · x). Some determinant then has the same diagonal as γ. A correlated state with a real density matrix and a fixed particle number therefore shares its site density with a determinant.
- `dimer_same_density` gives the projectors on the bonding and antibonding orbitals (1, ±1)/√2. They differ, but both have 1/2 on each site, so the density does not fix P.

## The Lean file

```lean
import Mathlib

open Matrix

namespace LatticeDensity

variable {n : Type*} [Fintype n] [DecidableEq n]

/-- The one-particle density matrix of a real determinant in an orthonormal site basis:
a real symmetric idempotent matrix. -/
structure IsDeterminantal (P : Matrix n n ℝ) : Prop where
  symmetric : Pᵀ = P
  idem : P * P = P

/-- The site orbitals after the orbitals of sites `i` and `j` are mixed with
coefficients `c` and `s`; all other site orbitals are left alone. -/
def mixedOrbital (i j : n) (c s : ℝ) (k : n) : n → ℝ :=
  if k = i then c • Pi.single i 1 + s • Pi.single j 1
  else if k = j then (-s) • Pi.single i 1 + c • Pi.single j 1
  else Pi.single k 1

/-- The sites whose occupation is neither zero nor one. -/
noncomputable def fractionalSites (r : n → ℝ) : Finset n :=
  Finset.univ.filter fun i => r i ≠ 0 ∧ r i ≠ 1

/-- For two different sites and `c² + s² = 1` the mixed orbitals are orthonormal. -/
theorem mixedOrbital_orthonormal {i j : n} (hij : i ≠ j) {c s : ℝ}
    (h : c ^ 2 + s ^ 2 = 1) (k l : n) :
    mixedOrbital i j c s k ⬝ᵥ mixedOrbital i j c s l = if k = l then 1 else 0 := by
  have hji := hij.symm
  rcases eq_or_ne k l with rfl | hkl
  · by_cases hi : k = i
    · simp [mixedOrbital, hi, hij, hji]
      linear_combination h
    · by_cases hj : k = j
      · simp [mixedOrbital, hj, hij, hji]
        linear_combination h
      · simp [mixedOrbital, hi, hj]
  · have hlk := hkl.symm
    have hcase : ∀ m, m = i ∨ m = j ∨ (m ≠ i ∧ i ≠ m ∧ m ≠ j ∧ j ≠ m) := by
      intro m
      by_cases a : m = i
      · exact Or.inl a
      · by_cases b : m = j
        · exact Or.inr (Or.inl b)
        · exact Or.inr (Or.inr ⟨a, Ne.symm a, b, Ne.symm b⟩)
    have hk := hcase k
    have hl := hcase l
    clear hcase
    rcases hk with hk | hk | ⟨_, _, _, _⟩ <;> rcases hl with hl | hl | ⟨_, _, _, _⟩ <;>
      simp_all [mixedOrbital] <;> ring

/-- An orthogonal change of the site orbitals turns a determinant into a determinant. -/
theorem IsDeterminantal.rotate {P G : Matrix n n ℝ} (hP : IsDeterminantal P)
    (hG : G * Gᵀ = 1) : IsDeterminantal (G * P * Gᵀ) := by
  have hG' : Gᵀ * G = 1 := mul_eq_one_comm.mp hG
  refine ⟨by simp [Matrix.transpose_mul, hP.symmetric, Matrix.mul_assoc], ?_⟩
  calc G * P * Gᵀ * (G * P * Gᵀ) = G * P * (Gᵀ * G) * P * Gᵀ := by
        simp only [Matrix.mul_assoc]
    _ = G * (P * P) * Gᵀ := by rw [hG', Matrix.mul_one, Matrix.mul_assoc G P P]
    _ = G * P * Gᵀ := by rw [hP.idem]

/-- Take a determinant and two different sites, the first with at least the density of the second.
For every `t` between these two densities, some determinant has density `t` on the first site, the
same total on the pair, and the same density on every other site. -/
theorem IsDeterminantal.transfer {P : Matrix n n ℝ} (hP : IsDeterminantal P) {i j : n}
    (hij : i ≠ j) {t : ℝ} (hlo : P j j ≤ t) (hhi : t ≤ P i i) :
    ∃ Q : Matrix n n ℝ, IsDeterminantal Q ∧ Q i i = t ∧ Q j j = P i i + P j j - t ∧
      ∀ k, k ≠ i → k ≠ j → Q k k = P k k := by
  -- the mixing angle comes from the intermediate value theorem
  obtain ⟨c, s, hcs, ht⟩ : ∃ c s : ℝ, c ^ 2 + s ^ 2 = 1 ∧
      c ^ 2 * P i i + 2 * c * s * P i j + s ^ 2 * P j j = t := by
    have hf : Continuous (fun x : ℝ => Real.cos x ^ 2 * P i i +
        2 * Real.cos x * Real.sin x * P i j + Real.sin x ^ 2 * P j j) := by fun_prop
    obtain ⟨x, -, hx⟩ := intermediate_value_Icc' Real.pi_div_two_pos.le hf.continuousOn
      (⟨by simpa using hlo, by simpa using hhi⟩ : t ∈ Set.Icc _ _)
    exact ⟨Real.cos x, Real.sin x, Real.cos_sq_add_sin_sq x, hx⟩
  let G : Matrix n n ℝ := Matrix.of (mixedOrbital i j c s)
  have hG : G * Gᵀ = 1 := by
    ext k l
    rw [Matrix.one_apply]
    exact mixedOrbital_orthonormal hij hcs k l
  have hd : ∀ k, (G * P * Gᵀ) k k =
      mixedOrbital i j c s k ⬝ᵥ (P *ᵥ mixedOrbital i j c s k) := by
    intro k
    rw [Matrix.mul_assoc]
    rfl
  have hs : P j i = P i j := congrFun (congrFun hP.symmetric i) j
  refine ⟨G * P * Gᵀ, hP.rotate hG, ?_, ?_, ?_⟩
  · rw [hd]
    simp [mixedOrbital, Matrix.mulVec_add, Matrix.mulVec_smul]
    linear_combination ht + c * s * hs
  · rw [hd]
    simp [mixedOrbital, hij.symm, Matrix.mulVec_add, Matrix.mulVec_smul, Matrix.mulVec_neg]
    linear_combination (P i i + P j j) * hcs - ht - c * s * hs
  · intro k hi hj
    rw [hd]
    simp [mixedOrbital, hi, hj]

/-- If occupations in `[0,1]` add up to a natural number, a fractionally occupied site
is never the only one. -/
theorem exists_second_fractional {r : n → ℝ} {N : ℕ} (h0 : ∀ i, 0 ≤ r i)
    (h1 : ∀ i, r i ≤ 1) (hsum : ∑ i, r i = N) {i : n} (hi : r i ≠ 0 ∧ r i ≠ 1) :
    ∃ j, i ≠ j ∧ r j ≠ 0 ∧ r j ≠ 1 := by
  by_contra hno
  have hone : ∀ k, k ≠ i → r k ≠ 0 → r k = 1 := fun k hk h =>
    by_contra fun h' => hno ⟨k, hk.symm, h, h'⟩
  -- all other sites together hold an integer number of particles
  obtain ⟨z, hz⟩ : ∃ z : ℤ, ∑ k ∈ Finset.univ.erase i, r k = z := by
    refine ⟨∑ k ∈ Finset.univ.erase i, if r k = 0 then 0 else 1, ?_⟩
    rw [Int.cast_sum]
    refine Finset.sum_congr rfl fun k hk => ?_
    by_cases h : r k = 0
    · simp [h]
    · simp [hone k (Finset.ne_of_mem_erase hk) h]
  have hs := Finset.add_sum_erase Finset.univ r (Finset.mem_univ i)
  rw [hz, hsum] at hs
  have hpos : 0 < r i := lt_of_le_of_ne (h0 i) (Ne.symm hi.1)
  have hlt : r i < 1 := lt_of_le_of_ne (h1 i) hi.2
  have ha : z < (N : ℤ) := by
    have : (z : ℝ) < (N : ℝ) := by linarith
    exact_mod_cast this
  have hb : (N : ℤ) < z + 1 := by
    have : (N : ℝ) < (z : ℝ) + 1 := by linarith
    exact_mod_cast this
  omega

/-- Every lattice density with site occupations in `[0,1]` and a natural number `N` of
particles is the density of a single real determinant with `N` particles. -/
theorem exists_determinant_of_density {r : n → ℝ} {N : ℕ} (h0 : ∀ i, 0 ≤ r i)
    (h1 : ∀ i, r i ≤ 1) (hsum : ∑ i, r i = N) :
    ∃ P : Matrix n n ℝ, IsDeterminantal P ∧ P.trace = N ∧ ∀ i, P i i = r i := by
  suffices H : ∀ (m : ℕ) (r : n → ℝ), (∀ i, 0 ≤ r i) → (∀ i, r i ≤ 1) → ∑ i, r i = N →
      (fractionalSites r).card = m →
      ∃ P : Matrix n n ℝ, IsDeterminantal P ∧ ∀ i, P i i = r i by
    obtain ⟨P, hP, hd⟩ := H _ r h0 h1 hsum rfl
    exact ⟨P, hP, by simp [Matrix.trace, hd, hsum], hd⟩
  intro m
  induction m using Nat.strong_induction_on with
  | _ m ih =>
    intro r h0 h1 hsum hm
    by_cases hfrac : ∃ i, r i ≠ 0 ∧ r i ≠ 1
    · obtain ⟨i, hi⟩ := hfrac
      obtain ⟨j, hij, hj⟩ := exists_second_fractional h0 h1 hsum hi
      -- shift density from `j` to `i` until `i` is full or `j` is empty
      obtain ⟨a, hia, hja, ha1, has, hend⟩ : ∃ a, r i ≤ a ∧ r j ≤ a ∧ a ≤ 1 ∧
          a ≤ r i + r j ∧ (a = 1 ∨ r i + r j - a = 0) := by
        rcases le_total (r i + r j) 1 with h | h
        · exact ⟨r i + r j, by linarith [h0 j], by linarith [h0 i], h, le_rfl,
            Or.inr (sub_self _)⟩
        · exact ⟨1, h1 i, h1 j, le_rfl, h, Or.inl rfl⟩
      let q : n → ℝ := fun k =>
        r k + (if k = i then a - r i else 0) - (if k = j then a - r i else 0)
      have qi : q i = a := by simp [q, hij]
      have qj : q j = r i + r j - a := by
        simp only [q, if_neg hij.symm, if_true]
        ring
      have qk : ∀ k, k ≠ i → k ≠ j → q k = r k := fun k hki hkj => by simp [q, hki, hkj]
      have hq : ∀ k, 0 ≤ q k ∧ q k ≤ 1 := by
        intro k
        by_cases hki : k = i
        · rw [hki, qi]
          exact ⟨(h0 i).trans hia, ha1⟩
        · by_cases hkj : k = j
          · rw [hkj, qj]
            constructor <;> linarith [h1 i]
          · rw [qk k hki hkj]
            exact ⟨h0 k, h1 k⟩
      have hqsum : ∑ k, q k = N := by
        simp [q, Finset.sum_add_distrib, Finset.sum_sub_distrib, hsum]
      have hsub : fractionalSites q ⊆ fractionalSites r := by
        intro k hk
        simp only [fractionalSites, Finset.mem_filter, Finset.mem_univ, true_and] at hk ⊢
        by_cases hki : k = i
        · rwa [hki]
        · by_cases hkj : k = j
          · rwa [hkj]
          · rwa [qk k hki hkj] at hk
      have hlt : (fractionalSites q).card < m := by
        rw [← hm]
        refine Finset.card_lt_card ((Finset.ssubset_iff_of_subset hsub).2 ?_)
        rcases hend with h | h
        · exact ⟨i, by simp [fractionalSites, hi], by simp [fractionalSites, qi, h]⟩
        · exact ⟨j, by simp [fractionalSites, hj], by simp [fractionalSites, qj, h]⟩
      obtain ⟨P, hP, hd⟩ := ih _ hlt q (fun k => (hq k).1) (fun k => (hq k).2) hqsum rfl
      -- rotate the two orbitals to restore the original density
      obtain ⟨Q, hQ, hQi, hQj, hQk⟩ := hP.transfer hij (t := r i)
        (by rw [hd, qj]; linarith) (by rw [hd, qi]; exact hia)
      refine ⟨Q, hQ, fun k => ?_⟩
      by_cases hki : k = i
      · rw [hki, hQi]
      · by_cases hkj : k = j
        · rw [hkj, hQj, hd, hd, qi, qj]
          ring
        · rw [hQk k hki hkj, hd, qk k hki hkj]
    · -- every site is empty or full
      refine ⟨Matrix.diagonal r, ⟨Matrix.diagonal_transpose r, ?_⟩, fun i => by simp⟩
      rw [Matrix.diagonal_mul_diagonal]
      congr 1
      funext k
      by_cases h : r k = 0
      · simp [h]
      · have h' : r k = 1 := by_contra fun h' => hfrac ⟨k, h, h'⟩
        simp [h']

omit [DecidableEq n] in
/-- The density of a real determinant lies between zero and one on every site. -/
theorem IsDeterminantal.density_bounds {P : Matrix n n ℝ} (hP : IsDeterminantal P) (i : n) :
    0 ≤ P i i ∧ P i i ≤ 1 := by
  have h : ∑ k, P i k ^ 2 = P i i := by
    have h2 := congrFun (congrFun hP.idem i) i
    rw [Matrix.mul_apply] at h2
    refine Eq.trans (Finset.sum_congr rfl fun k _ => ?_) h2
    have hs : P k i = P i k := congrFun (congrFun hP.symmetric i) k
    rw [hs, sq]
  have hle : P i i ^ 2 ≤ ∑ k, P i k ^ 2 :=
    Finset.single_le_sum (f := fun k => P i k ^ 2) (fun k _ => sq_nonneg _)
      (Finset.mem_univ i)
  rw [h] at hle
  constructor <;> nlinarith [sq_nonneg (P i i), sq_nonneg (P i i - 1)]

/-- If the occupation of every normalised real orbital in `γ` lies between zero and one and
the trace of `γ` is a natural number, then a single determinant has the density of `γ`. -/
theorem exists_determinant_of_ensemble {γ : Matrix n n ℝ} {N : ℕ}
    (hlo : ∀ x : n → ℝ, 0 ≤ x ⬝ᵥ (γ *ᵥ x)) (hhi : ∀ x : n → ℝ, x ⬝ᵥ (γ *ᵥ x) ≤ x ⬝ᵥ x)
    (htr : γ.trace = N) :
    ∃ P : Matrix n n ℝ, IsDeterminantal P ∧ ∀ i, P i i = γ i i := by
  obtain ⟨P, hP, -, hd⟩ := exists_determinant_of_density (r := fun i => γ i i)
    (fun i => by simpa using hlo (Pi.single i 1))
    (fun i => by simpa using hhi (Pi.single i 1)) htr
  exact ⟨P, hP, hd⟩

/-- On two sites the bonding and the antibonding orbital give two different determinants,
both with density one half on each site. -/
theorem dimer_same_density :
    IsDeterminantal !![(1 / 2 : ℝ), 1 / 2; 1 / 2, 1 / 2] ∧
    IsDeterminantal !![(1 / 2 : ℝ), -1 / 2; -1 / 2, 1 / 2] ∧
    !![(1 / 2 : ℝ), 1 / 2; 1 / 2, 1 / 2] ≠ !![(1 / 2 : ℝ), -1 / 2; -1 / 2, 1 / 2] := by
  refine ⟨⟨?_, ?_⟩, ⟨?_, ?_⟩, fun h => ?_⟩
  · ext i j
    fin_cases i <;> fin_cases j <;> simp
  · ext i j
    fin_cases i <;> fin_cases j <;> norm_num [Matrix.mul_apply, Fin.sum_univ_succ]
  · ext i j
    fin_cases i <;> fin_cases j <;> simp
  · ext i j
    fin_cases i <;> fin_cases j <;> norm_num [Matrix.mul_apply, Fin.sum_univ_succ]
  · have h01 : (1 / 2 : ℝ) = -1 / 2 := congrFun (congrFun h 0) 1
    norm_num at h01

end LatticeDensity
```

```lean
#print axioms LatticeDensity.exists_determinant_of_density
#print axioms LatticeDensity.IsDeterminantal.density_bounds
#print axioms LatticeDensity.exists_determinant_of_ensemble
#print axioms LatticeDensity.dimer_same_density
```

```
'LatticeDensity.exists_determinant_of_density' depends on axioms: [propext, Classical.choice, Quot.sound]
'LatticeDensity.IsDeterminantal.density_bounds' depends on axioms: [propext, Classical.choice, Quot.sound]
'LatticeDensity.exists_determinant_of_ensemble' depends on axioms: [propext, Classical.choice, Quot.sound]
'LatticeDensity.dimer_same_density' depends on axioms: [propext, Classical.choice, Quot.sound]
```

## From the rotations to the Lean proof

`mixedOrbital_orthonormal` checks the scalar products of the g_k by cases, according to whether each index is i, j or another site. `IsDeterminantal.rotate` is the computation of Q² above, written as a `calc` chain.

`IsDeterminantal.transfer` combines the two. It applies `intermediate_value_Icc'` to Q_ii as a function of the angle on [0, π/2]; this version of the intermediate value theorem fits a function whose left end value is the larger one. The angle is obtained as an existence statement, without a formula. The `linear_combination` steps then confirm the two diagonal elements, using c² + s² = 1 and P_ji = P_ij.

`exists_second_fractional` builds the integer z by counting the occupied sites other than i. The bounds 0 < r_i < 1 become z < N < z + 1, which `omega` refutes.

In the main theorem, `suffices H` restates the claim for all densities with a given number m of fractional sites, so that strong induction on m can be applied to the shifted density `q`. The fact `hlt` records that `q` has fewer fractional sites, and `hP.transfer` with `t := r i` performs the rotation back. The last branch is the diagonal projector.

For the density bounds, idempotency and symmetry give P_ii = Σ_k P_ik² ≥ P_ii², from which `nlinarith` derives both inequalities. The ensemble theorem inserts x = e_i into its two hypotheses and calls the main theorem. The dimer is checked entry by entry.
